# An orbital-by-orbital Koopmans correction makes a quadratic energy linear in every direction only if the orbitals are uncoupled

Suppose a code tests a Koopmans-type correction by varying one occupation at a time. Every test gives zero curvature, and the corrected energy is taken to be linear for any fractional removal of charge. In a model with quadratic energy, this conclusion fails as soon as two different orbitals are coupled. With two orbitals and coupling \(V\), both single-orbital tests pass, yet removing one electron half from each orbital has curvature \(V/2\).

## The curvature that remains

Let \(f_i\) be the occupations of finitely many orbitals, \(E_0\) a constant, \(g_i\) linear coefficients and \(K\) a real symmetric matrix. The energy and its corrected form are

\[
E(f)=E_0+\sum_i g_i f_i+\frac12\sum_{i,j}K_{ij}f_if_j,
\qquad
E^{\mathrm c}(f)=E(f)+\sum_i \frac{K_{ii}}{2}f_i(1-f_i).
\]

The diagonal element \(K_{ii}\) is the curvature of the energy when orbital \(i\) alone is filled or emptied, which is the self-interaction error the correction targets. The off-diagonal element \(K_{ij}\) describes how the occupation of one orbital shifts the energy cost of occupying another. The correction vanishes at \(f_i=0\) and \(f_i=1\), so energies at integer occupations are unchanged.

Along a direction \(p\) in occupation space,

\[
\frac{d^2}{dt^2}E^{\mathrm c}(f+tp)=R(p),\qquad R(p)=\sum_{i\neq j}K_{ij}p_ip_j .
\]

This vanishes for every \(p\) if and only if \(K\) is diagonal.

## Which directions a linearity test needs

A code that uses linearity in single occupations to justify linearity for a hole shared by several orbitals assumes, within this model, that \(R(p)=0\) for that hole. The single-orbital tests do not check this assumption. The identity gives the curvature that the orbital-wise correction leaves along any chosen direction.

A test that can detect the remainder changes two orbitals together. With unit changes in orbitals \(i\) and \(j\), the curvature is \(2K_{ij}\), so running through all pairs finds every coupling. Since the model energy is quadratic along a line, the central second difference

\[
\frac{E^{\mathrm c}(f+hp)-2E^{\mathrm c}(f)+E^{\mathrm c}(f-hp)}{h^2}
\]

equals \(R(p)\) for any step \(h\neq0\), apart from rounding. In a code all three sets of occupations must lie between 0 and 1, so the orbitals that change have to be fractionally occupied at \(f\).

## From the quadratic energy to the pair couplings

Split the double sum in \(E\) into terms with \(i=j\) and terms with \(i\neq j\), and expand the correction:

\[
\frac12\sum_iK_{ii}f_i^2+\frac12\sum_iK_{ii}(f_i-f_i^2)
=\frac12\sum_iK_{ii}f_i .
\]

The diagonal squares cancel, leaving

\[
E^{\mathrm c}(f)=E_0+\sum_i\left(g_i+\frac{K_{ii}}2\right)f_i+\frac12R(f).
\]

Now replace \(f\) by \(f+tp\). The product of two occupations becomes

\[
(f_i+tp_i)(f_j+tp_j)=f_if_j+t(f_ip_j+p_if_j)+t^2p_ip_j .
\]

Summing these terms gives

\[
E^{\mathrm c}(f+tp)=E^{\mathrm c}(f)+tL+\frac{t^2}{2}R(p),
\]

\[
L=\sum_i\left(g_i+\frac{K_{ii}}2\right)p_i+\frac12\sum_{i\neq j}K_{ij}(f_ip_j+p_if_j).
\]

The first derivative is \(L+tR(p)\) and the second is \(R(p)\), whatever the reference \(f\).

If only one component of \(p\) is nonzero, every product \(p_ip_j\) with \(i\neq j\) is zero, and so is \(R(p)\). If two different orbitals \(i\) and \(j\) change by \(a\) and \(b\), the ordered pairs \((i,j)\) and \((j,i)\) contribute

\[
R(p)=ab(K_{ij}+K_{ji})=2abK_{ij}.
\]

If \(R\) vanishes for all directions, setting \(a=b=1\) gives \(K_{ij}=0\) for every pair. Conversely, a diagonal \(K\) makes every term of \(R\) zero.

For a nonzero \(K_{ij}\), the choices \((a,b)=(1,1)\) and \((1,-1)\) give \(2K_{ij}\) and \(-2K_{ij}\). The residual curvature therefore takes both signs, and the corrected energy is neither convex nor concave.

Finally, let all off-diagonal couplings equal \(V\), and remove one electron evenly from \(N\geq1\) orbitals, so that \(p_i=-1/N\). There are \(N(N-1)\) ordered pairs, each contributing \(V/N^2\):

\[
R(p)=V\left(1-\frac1N\right).
\]

If each diagonal element is \(U\), the uncorrected curvature is larger by \(U/N\). With \(U\) and \(V\) held fixed, the part that the correction removes shrinks as the hole spreads over more orbitals, while the part it leaves approaches \(V\). If the couplings differ, \(V\) is replaced by their average over all pairs, which can tend to zero with growing \(N\) when couplings fall off with distance.

## Lean definitions and proofs

```lean
import Mathlib

open Finset

namespace KoopmansResidualCurvature

noncomputable section

variable {n : Type*} [Fintype n] [DecidableEq n]

/-- Energy quadratic in the orbital occupations `f`, with constant `E0`, linear coefficients `g`
and interaction matrix `K`. -/
def energy (E0 : ℝ) (g : n → ℝ) (K : Matrix n n ℝ) (f : n → ℝ) : ℝ :=
  E0 + ∑ i, g i * f i + (∑ i, ∑ j, K i j * f i * f j) / 2

/-- The energy with the orbital-wise Koopmans correction `K i i * f i * (1 - f i) / 2` added
for every orbital. -/
def corrected (E0 : ℝ) (g : n → ℝ) (K : Matrix n n ℝ) (f : n → ℝ) : ℝ :=
  energy E0 g K f + ∑ i, K i i * f i * (1 - f i) / 2

/-- The sum of `K i j * p i * p j` over all ordered pairs `(i, j)` of different orbitals. -/
def residual (K : Matrix n n ℝ) (p : n → ℝ) : ℝ :=
  ∑ i, ∑ j ∈ univ.erase i, K i j * p i * p j

/-- The linear coefficient of the corrected energy in the step length, when the occupations
start at `f` and move along `p`. -/
def lineSlope (g : n → ℝ) (K : Matrix n n ℝ) (f p : n → ℝ) : ℝ :=
  ∑ i, (g i + K i i / 2) * p i +
    (∑ i, ∑ j ∈ univ.erase i, K i j * (f i * p j + p i * f j)) / 2

/-- The residual form is the full quadratic form of `K` less its diagonal part. -/
theorem residual_eq (K : Matrix n n ℝ) (p : n → ℝ) :
    residual K p = ∑ i, ∑ j, K i j * p i * p j - ∑ i, K i i * p i * p i := by
  unfold residual
  rw [← Finset.sum_sub_distrib]
  refine Finset.sum_congr rfl fun i _ => ?_
  have h : K i i * p i * p i + ∑ j ∈ univ.erase i, K i j * p i * p j
      = ∑ j, K i j * p i * p j :=
    Finset.add_sum_erase univ (fun j => K i j * p i * p j) (Finset.mem_univ i)
  linarith

/-- The correction turns the diagonal quadratic terms into linear ones; only the coupling
between different orbitals stays quadratic. -/
theorem corrected_eq (E0 : ℝ) (g : n → ℝ) (K : Matrix n n ℝ) (f : n → ℝ) :
    corrected E0 g K f = E0 + ∑ i, (g i + K i i / 2) * f i + residual K f / 2 := by
  have h : ∑ i, K i i * f i * (1 - f i) / 2 + (∑ i, K i i * f i * f i) / 2 + ∑ i, g i * f i
      = ∑ i, (g i + K i i / 2) * f i := by
    rw [Finset.sum_div, ← Finset.sum_add_distrib, ← Finset.sum_add_distrib]
    exact Finset.sum_congr rfl fun i _ => by ring
  rw [residual_eq]
  unfold corrected energy
  linarith

/-- Along any straight line in occupation space the corrected energy is a quadratic polynomial
in the step `t`, with the residual form of the direction as coefficient of `t ^ 2 / 2`. -/
theorem corrected_line (E0 : ℝ) (g : n → ℝ) (K : Matrix n n ℝ) (f p : n → ℝ) (t : ℝ) :
    corrected E0 g K (f + t • p)
      = corrected E0 g K f + t * lineSlope g K f p + t ^ 2 / 2 * residual K p := by
  have h1 : ∑ i, (g i + K i i / 2) * (f + t • p) i
      = ∑ i, (g i + K i i / 2) * f i + t * ∑ i, (g i + K i i / 2) * p i := by
    rw [Finset.mul_sum, ← Finset.sum_add_distrib]
    refine Finset.sum_congr rfl fun i _ => ?_
    simp only [Pi.add_apply, Pi.smul_apply, smul_eq_mul]
    ring
  have h2 : residual K (f + t • p) = residual K f
      + t * (∑ i, ∑ j ∈ univ.erase i, K i j * (f i * p j + p i * f j))
      + t ^ 2 * residual K p := by
    unfold residual
    simp only [Finset.mul_sum, ← Finset.sum_add_distrib]
    refine Finset.sum_congr rfl fun i _ => Finset.sum_congr rfl fun j _ => ?_
    simp only [Pi.add_apply, Pi.smul_apply, smul_eq_mul]
    ring
  rw [corrected_eq E0 g K (f + t • p), corrected_eq E0 g K f, h1, h2]
  unfold lineSlope
  ring

/-- The second derivative of the corrected energy along a direction `p` is the sum of
`K i j * p i * p j` over all ordered pairs `(i, j)` of different orbitals, at every point of the
line. -/
theorem second_derivative (E0 : ℝ) (g : n → ℝ) (K : Matrix n n ℝ) (f p : n → ℝ) (t : ℝ) :
    HasDerivAt (deriv fun s : ℝ => corrected E0 g K (f + s • p)) (residual K p) t := by
  -- the first derivative is affine in the step
  have h : (deriv fun s : ℝ => corrected E0 g K (f + s • p))
      = fun s => lineSlope g K f p + s * residual K p := by
    funext s
    apply HasDerivAt.deriv
    have e : (fun s : ℝ => corrected E0 g K (f + s • p)) = fun s =>
        (corrected E0 g K f + s * lineSlope g K f p) + s * s / 2 * residual K p := by
      funext s
      rw [corrected_line]
      ring
    rw [e]
    exact ((((hasDerivAt_id' s).mul_const (lineSlope g K f p)).const_add
      (corrected E0 g K f)).fun_add
      ((((hasDerivAt_id' s).fun_mul (hasDerivAt_id' s)).div_const 2).mul_const
        (residual K p))).congr_deriv (by ring)
  rw [h]
  exact (((hasDerivAt_id' t).mul_const (residual K p)).const_add
    (lineSlope g K f p)).congr_deriv (by ring)

/-- No curvature is left when the occupation of a single orbital is varied. -/
theorem residual_single (K : Matrix n n ℝ) (i : n) (a : ℝ) :
    residual K (Pi.single i a) = 0 := by
  refine Finset.sum_eq_zero fun k _ => Finset.sum_eq_zero fun l hl => ?_
  have hlk : l ≠ k := Finset.ne_of_mem_erase hl
  by_cases h : k = i
  · have hli : l ≠ i := fun e => hlk (e.trans h.symm)
    simp [Pi.single_apply, hli]
  · simp [Pi.single_apply, h]

/-- For symmetric `K`, changing two different orbitals by `a` and `b` leaves the curvature
`2 * a * b * K i j`. -/
theorem residual_pair {K : Matrix n n ℝ} (hK : K.IsSymm) {i j : n} (hij : i ≠ j) (a b : ℝ) :
    residual K (Pi.single i a + Pi.single j b) = 2 * a * b * K i j := by
  obtain ⟨p, hp⟩ : ∃ p : n → ℝ, p = Pi.single i a + Pi.single j b := ⟨_, rfl⟩
  have hi : p i = a := by simp [hp, hij]
  have hj : p j = b := by simp [hp, hij.symm]
  -- summing against `p` picks out the two orbitals
  have hF : ∀ F : n → ℝ, ∑ k, F k * p k = F i * a + F j * b := by
    intro F
    simp [hp, mul_add, Finset.sum_add_distrib, Pi.single_apply]
  have h1 : ∑ k, ∑ l, K k l * p k * p l = ∑ k, (K k i * a + K k j * b) * p k := by
    refine Finset.sum_congr rfl fun k _ => ?_
    have h : ∑ l, K k l * p k * p l = K k i * p k * a + K k j * p k * b :=
      hF (fun l => K k l * p k)
    rw [h]
    ring
  have h2 : ∑ k, (K k i * a + K k j * b) * p k
      = (K i i * a + K i j * b) * a + (K j i * a + K j j * b) * b :=
    hF (fun k => K k i * a + K k j * b)
  have h3 : ∑ k, K k k * p k * p k = K i i * p i * a + K j j * p j * b :=
    hF (fun k => K k k * p k)
  rw [← hp, residual_eq, h1, h2, h3, hi, hj, hK.apply i j]
  ring

/-- For symmetric `K` and any reference occupations `f`, the corrected energy has zero second
derivative at `f` along every direction if and only if `K` is diagonal. -/
theorem curvature_free_iff_isDiag (E0 : ℝ) (g : n → ℝ) {K : Matrix n n ℝ} (hK : K.IsSymm)
    (f : n → ℝ) :
    (∀ p : n → ℝ, deriv (deriv fun s : ℝ => corrected E0 g K (f + s • p)) 0 = 0)
      ↔ K.IsDiag := by
  constructor
  · intro h i j hij
    -- probe the coupling with a direction shared by two orbitals
    have h2 := h (Pi.single i 1 + Pi.single j 1)
    rw [(second_derivative E0 g K f _ 0).deriv, residual_pair hK hij] at h2
    linarith
  · intro hd p
    rw [(second_derivative E0 g K f p 0).deriv]
    refine Finset.sum_eq_zero fun i _ => Finset.sum_eq_zero fun j hj => ?_
    have h0 : K i j = 0 := hd (Finset.ne_of_mem_erase hj).symm
    rw [h0]
    ring

/-- If the symmetric matrix `K` is not diagonal, the residual curvature is negative along some
direction and positive along another. -/
theorem residual_indefinite {K : Matrix n n ℝ} (hK : K.IsSymm) (hd : ¬ K.IsDiag) :
    ∃ p q : n → ℝ, residual K p < 0 ∧ 0 < residual K q := by
  have h : ∃ i j, i ≠ j ∧ K i j ≠ 0 := by
    by_contra hc
    push Not at hc
    exact hd fun i j hij => hc i j hij
  obtain ⟨i, j, hij, h0⟩ := h
  have hplus := residual_pair hK hij 1 1
  have hminus := residual_pair hK hij 1 (-1)
  rcases lt_or_gt_of_ne h0 with hneg | hpos
  · exact ⟨_, _, by rw [hplus]; linarith, by rw [hminus]; linarith⟩
  · exact ⟨_, _, by rw [hminus]; linarith, by rw [hplus]; linarith⟩

/-- If all couplings between different orbitals equal `V`, removing one electron evenly from
all `N ≥ 1` orbitals leaves the curvature `V * (1 - 1 / N)`. -/
theorem delocalized_hole [Nonempty n] {K : Matrix n n ℝ} {V : ℝ}
    (hV : ∀ i j, i ≠ j → K i j = V) :
    residual K (fun _ => -(1 / (Fintype.card n : ℝ)))
      = V * (1 - 1 / (Fintype.card n : ℝ)) := by
  have hN : (Fintype.card n : ℝ) ≠ 0 := Nat.cast_ne_zero.mpr Fintype.card_ne_zero
  have hx : (Fintype.card n : ℝ) * (1 / (Fintype.card n : ℝ)) = 1 := mul_one_div_cancel hN
  generalize 1 / (Fintype.card n : ℝ) = u at hx ⊢
  -- every orbital is coupled to the `N - 1` others
  have h : ∀ i : n, ∑ j ∈ univ.erase i, K i j * (-u) * (-u)
      = ((Fintype.card n : ℝ) - 1) * (V * u * u) := by
    intro i
    have hc : ∑ j ∈ univ.erase i, K i j * (-u) * (-u) = ∑ _j ∈ univ.erase i, V * u * u := by
      refine Finset.sum_congr rfl fun j hj => ?_
      rw [hV i j (Finset.ne_of_mem_erase hj).symm]
      ring
    rw [hc, Finset.sum_const, Finset.card_erase_of_mem (Finset.mem_univ i), Finset.card_univ,
      nsmul_eq_mul, Nat.cast_pred Fintype.card_pos]
  unfold residual
  rw [Finset.sum_congr rfl fun i _ => h i, Finset.sum_const, Finset.card_univ, nsmul_eq_mul]
  linear_combination V * ((Fintype.card n : ℝ) * u + 1 - u) * hx

end

end KoopmansResidualCurvature
```

```lean
#print axioms KoopmansResidualCurvature.corrected_eq
-- 'KoopmansResidualCurvature.corrected_eq' depends on axioms: [propext, Classical.choice, Quot.sound]
#print axioms KoopmansResidualCurvature.curvature_free_iff_isDiag
-- 'KoopmansResidualCurvature.curvature_free_iff_isDiag' depends on axioms: [propext, Classical.choice, Quot.sound]
#print axioms KoopmansResidualCurvature.residual_indefinite
-- 'KoopmansResidualCurvature.residual_indefinite' depends on axioms: [propext, Classical.choice, Quot.sound]
#print axioms KoopmansResidualCurvature.delocalized_hole
-- 'KoopmansResidualCurvature.delocalized_hole' depends on axioms: [propext, Classical.choice, Quot.sound]
```

## How the code represents the model and proves the result

The finite type `n` labels the orbitals, and `f` and `p` are real functions on it. `energy` and `corrected` are \(E\) and \(E^{\mathrm c}\), `residual` is \(R\), and `lineSlope` is \(L\). The set `univ.erase i` contains all orbitals except `i`, so each unordered pair is counted twice, as in the formula for \(R\).

`residual_eq` separates the diagonal from the full double sum. `corrected_eq` uses this to carry out the cancellation of squares, and `corrected_line` expands the energy along a line, with `ring` checking each summand. `second_derivative` first identifies the derivative as an affine function of the step, then differentiates that function at an arbitrary point `t`.

`residual_single` finds a zero factor in every term. In `residual_pair`, the auxiliary statement `hF` says that a sum weighted by `p` keeps only orbitals `i` and `j`; applying it to the inner, outer and diagonal sums gives the pair formula, with `hK` identifying \(K_{ji}\) with \(K_{ij}\).

The main theorem, `curvature_free_iff_isDiag`, says that for symmetric `K` and any fixed `f`, the second derivative at zero step vanishes in all directions exactly when `K.IsDiag` holds. Its forward half inserts the direction with two unit entries; its reverse half sets each off-diagonal term to zero. Lean's `deriv` returns zero where a function is not differentiable, but here `corrected_line` shows that the function is a polynomial, so the zeros are genuine derivatives.

`residual_indefinite` applies the pair formula with equal and opposite signs. `delocalized_hole` writes `u` for \(1/N\), counts the \(N-1\) partners of each orbital, and simplifies using \(Nu=1\).

## Range of validity for a simulation

The equivalence holds for any finite number of orbitals and any real reference occupations. Symmetry of \(K\) is assumed, as is natural for a matrix of second derivatives. Without any such condition the equivalence fails: a nonzero antisymmetric \(K\) has \(R(p)=0\) for all \(p\) but is not diagonal.

The quadratic form is also assumed, with \(K\) independent of occupation. The energy depends on occupations alone, so a hole shared by several orbitals means fractional occupations here. A hole in a superposition of these orbitals also gives the density matrix off-diagonal elements, which the model leaves out. Orbital relaxation enters only as far as a constant, screened \(K\) can represent it. An actual Koopmans-compliant functional may contain higher-order terms and orbitals that change with occupation, and the theorems make no statement about its accuracy. Nor do they supply values of \(K_{ij}\) for a material.

The occupations could also have been restricted to the physical interval \([0,1]\). At a filled or empty orbital the derivative would then be one-sided, and only directions pointing into the allowed region could be used. The criterion would remain the same, since for any two orbitals the signs of \(a\) and \(b\) can be chosen to point inward and the curvature is still \(2abK_{ij}\). Allowing all real occupations avoids these boundary cases.
